# The Hartree energy of finitely many nonzero Fourier modes as a maximum over potentials

Let S be a finite set of nonzero wavevectors G in R^d, and let ρ_G be complex density coefficients. With the potential defined by Poisson's equation −∇²φ = 4πρ in every dimension, their Hartree energy

E = Σ_{G∈S} 2π|ρ_G|²/|G|²

is the largest value that the functional

F(φ) = Σ_{G∈S} [ Re(conj(ρ_G) φ_G) − |G|²|φ_G|²/(8π) ]

takes over all complex potentials φ. The maximum is reached exactly when φ_G = 4πρ_G/|G|² for every G in S.

The first term of F couples the density to a trial potential, and the second is the field energy of that potential. In three dimensions, with atomic units and ρ(x) = Σ ρ_G exp(iG·x) in a periodic cell, E is the Hartree energy per unit volume. For a fixed density on a finite set of plane waves, an approximate solution of Poisson's equation inserted in F therefore gives a lower bound to the Hartree energy, with an error quadratic in the error of the potential.

## Completing the square, mode by mode

Take one mode and write g = |G|² > 0, r = ρ_G and p = φ_G. The expected optimum is c = 4πr/g. Expanding the squared distance of p from c gives

g/(8π) · |p − c|² = g|p|²/(8π) − g/(4π) · Re(conj(c) p) + g|c|²/(8π).

Since c = 4πr/g, the middle term is −Re(conj(r) p) and the last is 2π|r|²/g. Rearranged,

Re(conj(r) p) − g|p|²/(8π) = 2π|r|²/g − g/(8π) · |p − 4πr/g|².

Summing over S yields

F(φ) = E − Σ_{G∈S} |G|²/(8π) · |φ_G − 4πρ_G/|G|²|².

The subtracted sum is the field energy of the error in φ. It is never negative, so F(φ) ≤ E. Every weight |G|²/(8π) is positive, so the sum vanishes only if each error vanishes.

The factor in front of the coupling needs care. Because the Hartree energy is half the interaction of ρ with its own potential, one may be led to put ½ before Re(conj(ρ_G) φ_G) as well. The maximum would then be E/4, at φ_G = 2πρ_G/|G|². With the correct factor, the coupling at the optimum is 2E and the field energy is E, which leaves E.

## Real potentials, a coupling bound and the zero mode

A density that is real in position space has ρ_{−G} = conj(ρ_G). Since |−G| = |G|, its Coulomb potential has the same symmetry, so restricting the search to real potentials does not lower the maximum.

Next, let A = Σ Re(conj(ρ_G) φ_G) be the coupling and B = Σ |G|²|φ_G|²/(8π) the field energy, both summed over S. Replacing φ by tφ, with t real, gives tA − t²B ≤ E. Thus Bt² − At + E ≥ 0 for every t, and the discriminant condition is

A² ≤ 4BE.

If B = 0, then φ vanishes on S and A = 0, so the bound still holds.

The condition G ≠ 0 stands for leaving out the average charge density, as is done for a neutral cell or one with a neutralising uniform background. For a counter-example without it, take S = {0} and ρ_0 = 1. Then F(φ) = Re φ_0, which has no upper bound: a constant potential has no field energy but still couples to the net charge.

## Densities, potentials and energies in Lean

The development works over Mathlib, in its own namespace.

```lean
import Mathlib

open scoped Real ComplexConjugate

namespace HartreeVariational

noncomputable section
```

A wavevector is a point of d-dimensional Euclidean space, with the usual norm. It need not belong to a reciprocal lattice.

```lean
/-- The space of wavevectors `G` in `d` dimensions. -/
abbrev Wavevector (d : ℕ) := EuclideanSpace ℝ (Fin d)
```

Densities and potentials are functions from all wavevectors to ℂ, but the energy reads only their values on the finite set `S`.

```lean
variable {d : ℕ}

/-- The Hartree energy `∑ 2π |ρ_G|² / |G|²` of the Fourier coefficients `ρ_G`, for a finite
set `S` of nonzero wavevectors. -/
def hartreeEnergy (S : Finset (Wavevector d)) (ρ : Wavevector d → ℂ) : ℝ :=
  ∑ G ∈ S, 2 * π * ‖ρ G‖ ^ 2 / ‖G‖ ^ 2
```

The functional is defined separately from the energy, so the relation between them has to be proved.

```lean
/-- The functional of a trial potential `φ`: its coupling to the density minus its
field energy, `∑ Re (conj ρ_G φ_G) - |G|² |φ_G|² / (8π)`. -/
def potentialFunctional (S : Finset (Wavevector d)) (ρ φ : Wavevector d → ℂ) : ℝ :=
  ∑ G ∈ S, ((conj (ρ G) * φ G).re - ‖G‖ ^ 2 * ‖φ G‖ ^ 2 / (8 * π))
```

The Coulomb potential is the density coefficient multiplied by the real number 4π/|G|². This fixes the convention −∇²φ = 4πρ in every dimension. For d = 2 it describes the logarithmic interaction of parallel line charges, not the inverse-distance interaction of electrons confined to a plane, for which the factor would be 2π/|G|. At G = 0 Lean's division by zero makes the value 0, which plays no part in sums over nonzero wavevectors.

```lean
/-- The Coulomb potential `4π ρ_G / |G|²` of the density, for nonzero `G`. -/
def coulombPotential (ρ : Wavevector d → ℂ) (G : Wavevector d) : ℂ :=
  ((4 * π / ‖G‖ ^ 2 : ℝ) : ℂ) * ρ G
```

## The square and the energy deficit

The single-mode identity is stated for a real `g` that is merely nonzero, since its sign matters only later, for the inequality and its equality condition. The proof writes both sides in real and imaginary parts. `field_simp` then clears the denominators, and `ring` verifies the polynomial identity that the expansion above gives by hand.

```lean
/-- Completing the square for a single Fourier mode with density `r`, potential `p` and
nonzero squared wavenumber `g`. -/
theorem mode_complete_square (g : ℝ) (hg : g ≠ 0) (r p : ℂ) :
    (conj r * p).re - g * ‖p‖ ^ 2 / (8 * π) =
      2 * π * ‖r‖ ^ 2 / g - g / (8 * π) * ‖p - ((4 * π / g : ℝ) : ℂ) * r‖ ^ 2 := by
  have hpi := Real.pi_ne_zero
  simp only [Complex.sq_norm, Complex.normSq_apply, Complex.mul_re, Complex.mul_im,
    Complex.sub_re, Complex.sub_im, Complex.conj_re, Complex.conj_im,
    Complex.ofReal_re, Complex.ofReal_im]
  field_simp
  ring
```

The hypothesis `h0 : 0 ∉ S` says that all wavevectors in the set are nonzero. The proof merges the two sums on the right into one and applies the single-mode identity to each term with g = |G|².

```lean
/-- For nonzero wavevectors, the functional falls short of the Hartree energy by exactly the
field energy of the error in the trial potential. -/
theorem potentialFunctional_eq_sub (S : Finset (Wavevector d)) (h0 : 0 ∉ S)
    (ρ φ : Wavevector d → ℂ) :
    potentialFunctional S ρ φ = hartreeEnergy S ρ -
      ∑ G ∈ S, ‖G‖ ^ 2 / (8 * π) * ‖φ G - coulombPotential ρ G‖ ^ 2 := by
  unfold potentialFunctional hartreeEnergy
  rw [← Finset.sum_sub_distrib]
  refine Finset.sum_congr rfl fun G hG => ?_
  have hG0 : G ≠ 0 := fun h => h0 (h ▸ hG)
  exact mode_complete_square (‖G‖ ^ 2) (pow_ne_zero 2 (norm_ne_zero_iff.mpr hG0)) (ρ G) (φ G)
```

The upper bound follows because a sum of nonnegative terms is being subtracted; `positivity` checks the sign of each term.

```lean
/-- For nonzero wavevectors, every trial potential gives a lower bound to the Hartree energy. -/
theorem potentialFunctional_le (S : Finset (Wavevector d)) (h0 : 0 ∉ S)
    (ρ φ : Wavevector d → ℂ) : potentialFunctional S ρ φ ≤ hartreeEnergy S ρ := by
  rw [potentialFunctional_eq_sub S h0]
  exact sub_le_self _ (Finset.sum_nonneg fun G _ => by positivity)
```

For equality the subtracted sum must be zero. A sum of nonnegative terms is zero exactly when each term is, and the strictly positive weight can be divided out, leaving φ_G equal to the Coulomb value.

```lean
/-- For nonzero wavevectors, a trial potential reproduces the Hartree energy exactly when it
equals the Coulomb potential `4π ρ_G / |G|²` at every `G` in the set. -/
theorem potentialFunctional_eq_iff (S : Finset (Wavevector d)) (h0 : 0 ∉ S)
    (ρ φ : Wavevector d → ℂ) :
    potentialFunctional S ρ φ = hartreeEnergy S ρ ↔
      ∀ G ∈ S, φ G = coulombPotential ρ G := by
  rw [potentialFunctional_eq_sub S h0, sub_eq_self,
    Finset.sum_eq_zero_iff_of_nonneg (fun G _ => by positivity)]
  refine forall₂_congr fun G hG => ?_
  -- each mode carries a strictly positive weight, so its error must vanish
  have hG0 : 0 < ‖G‖ := norm_pos_iff.mpr fun h => h0 (h ▸ hG)
  have hc : ‖G‖ ^ 2 / (8 * π) ≠ 0 := by positivity
  rw [mul_eq_zero, or_iff_right hc, pow_eq_zero_iff two_ne_zero, norm_eq_zero, sub_eq_zero]
```

## The maximum and where it is attained

`IsGreatest` makes two statements here: the Hartree energy is a value of the functional, and no value exceeds it. The second half of the theorem identifies all maximisers.

Uniqueness concerns the coefficients on `S` only. Demanding `φ = coulombPotential ρ` as an equality of functions would be wrong, because values of φ outside `S` can be changed without affecting the functional. If `S` is empty, both energies are zero and every potential is a maximiser.

The proof supplies the Coulomb potential as the witness and takes the bound and the equality condition from the two preceding results.

```lean
/-- For a finite set of nonzero wavevectors, the Hartree energy is the maximum of the
functional over all trial potentials, attained only at `φ_G = 4π ρ_G / |G|²` on the set. -/
theorem hartree_variational_principle (S : Finset (Wavevector d)) (h0 : 0 ∉ S)
    (ρ : Wavevector d → ℂ) :
    IsGreatest (Set.range (potentialFunctional S ρ)) (hartreeEnergy S ρ) ∧
      ∀ φ, potentialFunctional S ρ φ = hartreeEnergy S ρ ↔
        ∀ G ∈ S, φ G = coulombPotential ρ G := by
  refine ⟨⟨⟨coulombPotential ρ, ?_⟩, ?_⟩, potentialFunctional_eq_iff S h0 ρ⟩
  · exact (potentialFunctional_eq_iff S h0 ρ _).2 fun _ _ => rfl
  · rintro _ ⟨φ, rfl⟩
    exact potentialFunctional_le S h0 ρ φ
```

The version for real potentials replaces the range of the functional by its image on the potentials with φ_{−G} = conj(φ_G). The only new step is to check that the Coulomb potential has this symmetry. The theorem does not require `S` to contain −G whenever it contains G, but only for a set closed under this reflection are the sums guaranteed to describe a real density and a real potential in position space.

```lean
/-- For nonzero wavevectors and a density with `ρ_{-G} = conj ρ_G` (real in position space),
the Hartree energy is also the maximum over potentials with this same symmetry. -/
theorem hartree_variational_real (S : Finset (Wavevector d)) (h0 : 0 ∉ S)
    (ρ : Wavevector d → ℂ) (hρ : ∀ G, ρ (-G) = conj (ρ G)) :
    IsGreatest (potentialFunctional S ρ '' {φ | ∀ G, φ (-G) = conj (φ G)})
      (hartreeEnergy S ρ) := by
  refine ⟨⟨coulombPotential ρ, fun G => ?_, ?_⟩, ?_⟩
  · simp only [coulombPotential, norm_neg, hρ, map_mul, Complex.conj_ofReal]
  · exact (potentialFunctional_eq_iff S h0 ρ _).2 fun _ _ => rfl
  · rintro _ ⟨φ, _, rfl⟩
    exact potentialFunctional_le S h0 ρ φ
```

## Scaling the trial potential

The coupling bound is the Cauchy–Schwarz inequality in the form suited to electrostatics. In the proof, `hscale` computes the functional at tφ as tA − t²B. The upper bound then makes Bt² − At + E nonnegative for every real t, and `discrim_le_zero` supplies the discriminant condition, including the case B = 0.

```lean
/-- For nonzero wavevectors, the squared coupling of a density to any potential is at most
four times the field energy of the potential times the Hartree energy of the density. -/
theorem coupling_sq_le (S : Finset (Wavevector d)) (h0 : 0 ∉ S) (ρ φ : Wavevector d → ℂ) :
    (∑ G ∈ S, (conj (ρ G) * φ G).re) ^ 2 ≤
      4 * (∑ G ∈ S, ‖G‖ ^ 2 * ‖φ G‖ ^ 2 / (8 * π)) * hartreeEnergy S ρ := by
  -- rescaling the trial potential by `t` gives a quadratic polynomial in `t`
  have hscale : ∀ t : ℝ, potentialFunctional S ρ (fun G => (t : ℂ) * φ G) =
      t * (∑ G ∈ S, (conj (ρ G) * φ G).re) -
        t ^ 2 * (∑ G ∈ S, ‖G‖ ^ 2 * ‖φ G‖ ^ 2 / (8 * π)) := by
    intro t
    unfold potentialFunctional
    rw [Finset.mul_sum, Finset.mul_sum, ← Finset.sum_sub_distrib]
    refine Finset.sum_congr rfl fun G _ => ?_
    simp only [norm_mul, Complex.norm_real, Real.norm_eq_abs, mul_pow, sq_abs,
      Complex.mul_re, Complex.mul_im, Complex.ofReal_re, Complex.ofReal_im]
    ring
  -- the Hartree energy minus this polynomial is never negative, so that difference has
  -- discriminant at most zero
  have hdisc := discrim_le_zero (a := ∑ G ∈ S, ‖G‖ ^ 2 * ‖φ G‖ ^ 2 / (8 * π))
    (b := -∑ G ∈ S, (conj (ρ G) * φ G).re) (c := hartreeEnergy S ρ) (fun t => by
      have h := potentialFunctional_le S h0 ρ (fun G => (t : ℂ) * φ G)
      rw [hscale t] at h
      linarith)
  unfold discrim at hdisc
  linarith
```

## Net charge removes the upper bound

The last theorem extends the one-mode counter-example to any finite set that contains G = 0, provided that ρ_0 ≠ 0. The trial potential is tρ_0 at G = 0 and zero elsewhere, so the functional equals t|ρ_0|². Given a supposed upper bound M, choosing t = (M + 1)/|ρ_0|² produces the value M + 1, a contradiction.

```lean
/-- If the set contains `G = 0` and the density has a nonzero coefficient there, the
functional is unbounded above. -/
theorem unbounded_of_net_charge (S : Finset (Wavevector d)) (h0 : 0 ∈ S)
    (ρ : Wavevector d → ℂ) (hρ : ρ 0 ≠ 0) :
    ¬ BddAbove (Set.range (potentialFunctional S ρ)) := by
  classical
  rintro ⟨M, hM⟩
  -- a constant potential costs no field energy but couples to the net charge
  have hval : ∀ t : ℝ, potentialFunctional S ρ
      (fun G => if G = 0 then (t : ℂ) * ρ 0 else 0) = t * Complex.normSq (ρ 0) := by
    intro t
    unfold potentialFunctional
    rw [Finset.sum_eq_single_of_mem 0 h0 (fun G _ hG => by simp [hG])]
    simp only [↓reduceIte, norm_zero, Complex.normSq_apply, Complex.mul_re, Complex.mul_im,
      Complex.conj_re, Complex.conj_im, Complex.ofReal_re, Complex.ofReal_im]
    ring
  have hn : Complex.normSq (ρ 0) ≠ 0 := fun h => hρ (Complex.normSq_eq_zero.mp h)
  have h := hM ⟨_, hval ((M + 1) / Complex.normSq (ρ 0))⟩
  rw [div_mul_cancel₀ _ hn] at h
  linarith

end

end HartreeVariational
```

These theorems treat a fixed density and a finite set of modes; the limit of infinitely many plane waves and the self-consistent determination of ρ are separate problems.

```lean
#print axioms HartreeVariational.hartree_variational_principle
#print axioms HartreeVariational.hartree_variational_real
#print axioms HartreeVariational.coupling_sq_le
#print axioms HartreeVariational.unbounded_of_net_charge
```

```
'HartreeVariational.hartree_variational_principle' depends on axioms: [propext, Classical.choice, Quot.sound]
'HartreeVariational.hartree_variational_real' depends on axioms: [propext, Classical.choice, Quot.sound]
'HartreeVariational.coupling_sq_le' depends on axioms: [propext, Classical.choice, Quot.sound]
'HartreeVariational.unbounded_of_net_charge' depends on axioms: [propext, Classical.choice, Quot.sound]
```
